# Half-filled Hückel rings with paired spins: four equal bonds are never stable, six are exactly when K ≥ 12

A ring of conjugated carbon atoms can shorten every second bond and lengthen the others. This can lower the energy of the π electrons, but the σ framework resists. Does the ring keep equal bonds?

Take hoppings $-(1+d)$ and $-(1-d)$ in units of the mean hopping, and total energy $E(d)=E_{\rm el}(d)+Kd^2/2$. Here $E_{\rm el}$ is the lowest energy of the π electrons, one per site, when all of them are paired in doubly occupied orbitals. The constant $K$ is the stiffness of the σ framework of the whole ring, in the same units. For four sites $d=0$ is not a local minimum for any real $K$; for six it is the unique minimum on $|d|<1$ exactly when $K\ge 12$. In this non-interacting, one-parameter model, this is the contrast between cyclobutadiene and benzene. The step to real molecules, where electrons repel and the framework is not one harmonic spring, remains an assumption.

In Lean 4 with Mathlib:

```lean
import Mathlib

open Matrix Topology

namespace HueckelRingBondAlternation

noncomputable section

variable {n : Type*} [Fintype n] [DecidableEq n]
```

## One electron per site, in pairs

A filling is a real symmetric projector $P$ onto the doubly occupied orbitals, with $2\,\mathrm{tr}P$ equal to the number of sites. Its energy is $2\,\mathrm{tr}(PH)$, where $H$ is the Hückel matrix, and `electronicEnergy` is the infimum over all fillings.

```lean
/-- A spin-paired filling with one electron per site: a real orthogonal projector onto the
doubly occupied orbitals, whose number is half the number of sites. -/
def IsFilling (P : Matrix n n ℝ) : Prop :=
  Pᵀ = P ∧ P * P = P ∧ 2 * P.trace = (Fintype.card n : ℝ)

/-- The electronic energies `2 tr (P H)` of all spin-paired fillings. -/
def fillingEnergies (H : Matrix n n ℝ) : Set ℝ :=
  {E | ∃ P, IsFilling P ∧ 2 * (P * H).trace = E}

/-- The infimum of the electronic energies of all spin-paired fillings. An odd number of sites has
no such filling, and the value is then 0 by convention. -/
def electronicEnergy (H : Matrix n n ℝ) : ℝ := sInf (fillingEnergies H)
```

The electron count matters. The four-site levels are $\pm2$ and $\pm2|d|$. With two electrons instead of four, the electronic energy is $-4$ whenever $|d|\le1$, and $d=0$ is the minimum on that range for any $K>0$.

## Alternating hoppings and a harmonic framework

Sites are numbered from 0. Bonds 0–1 and 2–3 of `square` carry $-(1+d)$, the other two $-(1-d)$; `hexagon` continues the pattern. The opposite-site entry `c` of `sixSite` is zero in the Hamiltonian but is needed for bond orders. `fourSub` and `sixSub` hold products of ring matrices, which link only sites of one sublattice.

```lean
/-- Four-site ring matrix with alternating neighbour entries `a`, `b`. -/
def fourSite (a b : ℝ) : Matrix (Fin 4) (Fin 4) ℝ :=
  !![0, a, 0, b; a, 0, b, 0; 0, b, 0, a; b, 0, a, 0]

/-- Four-site matrix with diagonal `u` and entry `v` between opposite sites. -/
def fourSub (u v : ℝ) : Matrix (Fin 4) (Fin 4) ℝ :=
  !![u, 0, v, 0; 0, u, 0, v; v, 0, u, 0; 0, v, 0, u]

/-- Six-site ring matrix with alternating neighbour entries `a`, `b` and entry `c` between
opposite sites. -/
def sixSite (a b c : ℝ) : Matrix (Fin 6) (Fin 6) ℝ :=
  !![0, a, 0, c, 0, b; a, 0, b, 0, c, 0; 0, b, 0, a, 0, c;
     c, 0, a, 0, b, 0; 0, c, 0, b, 0, a; b, 0, c, 0, a, 0]

/-- Six-site matrix with diagonal `u` and entry `v` between second neighbours. -/
def sixSub (u v : ℝ) : Matrix (Fin 6) (Fin 6) ℝ :=
  !![u, 0, v, 0, v, 0; 0, u, 0, v, 0, v; v, 0, u, 0, v, 0;
     0, v, 0, u, 0, v; v, 0, v, 0, u, 0; 0, v, 0, v, 0, u]

/-- Hueckel Hamiltonian of the four-site ring with hoppings `-(1+d)` and `-(1-d)`. -/
def square (d : ℝ) : Matrix (Fin 4) (Fin 4) ℝ := fourSite (-(1 + d)) (-(1 - d))

/-- Hueckel Hamiltonian of the six-site ring with hoppings `-(1+d)` and `-(1-d)`. -/
def hexagon (d : ℝ) : Matrix (Fin 6) (Fin 6) ℝ := sixSite (-(1 + d)) (-(1 - d)) 0

/-- Total energy: lowest electronic energy plus the elastic energy `K d² / 2`. -/
def totalEnergy (H : ℝ → Matrix n n ℝ) (K d : ℝ) : ℝ :=
  electronicEnergy (H d) + K * d ^ 2 / 2
```

The condition $|d|<1$ keeps both hoppings negative. The energy formulas below hold for every real $d$.

## Occupied levels below empty ones

Suppose $P$ commutes with $H$, and $A=(H-\mu)(1-2P)$ has a nonnegative quadratic form: occupied levels lie at or below $\mu$, empty ones at or above. For any other filling $Q$,
$$(Q-P)^2(1-2P)=Q-P-QP-PQ+2PQP.$$
Multiply by $H-\mu$ and take the trace. Since $P$ commutes with $H$ and $P^2=P$, the last three terms cancel, so
$$0\le\mathrm{tr}[(Q-P)A(Q-P)]=\mathrm{tr}[(Q-P)(H-\mu)]=\mathrm{tr}[(Q-P)H].$$
The last equality uses the equal electron count.

In the proof, `hn` gives the inequality, `hs` the expansion, `t1` and `t2` the cancellation, and `ht` the equal traces. The local `K` there is $H-\mu$, not the stiffness.

```lean
/-- Aufbau principle: let a filling `P` commute with `H`, and let `(H - μ)(1 - 2P)` have a
nonnegative quadratic form (for symmetric `H`: occupied levels at or below `μ`, empty levels at or
above `μ`). Then `P` has the least energy of all spin-paired fillings. -/
theorem aufbau {H P : Matrix n n ℝ} (μ : ℝ) (hP : IsFilling P) (hc : P * H = H * P)
    (hpos : ∀ x : n → ℝ,
      0 ≤ x ⬝ᵥ ((H - μ • (1 : Matrix n n ℝ)) * (1 - P - P)) *ᵥ x) :
    IsLeast (fillingEnergies H) (2 * (P * H).trace) := by
  refine ⟨⟨P, hP, rfl⟩, ?_⟩
  rintro _ ⟨Q, ⟨hQt, hQQ, hQn⟩, rfl⟩
  obtain ⟨hPt, hPP, hPn⟩ := hP
  obtain ⟨K, hK⟩ : ∃ K, K = H - μ • (1 : Matrix n n ℝ) := ⟨_, rfl⟩
  rw [← hK] at hpos
  have hKP : P * K = K * P := by
    rw [hK, mul_sub, sub_mul, hc, Matrix.mul_smul, Matrix.smul_mul, mul_one, one_mul]
  have hn : ∀ A D : Matrix n n ℝ, Dᵀ = D → (∀ x : n → ℝ, 0 ≤ x ⬝ᵥ A *ᵥ x) →
      0 ≤ (D * A * D).trace := by
    intro A D hD hA
    rw [Matrix.trace]
    refine Finset.sum_nonneg fun i _ => ?_
    have hi : ∀ k, D k i = D i k := fun k => congrFun (congrFun hD i) k
    have h := hA (D i)
    rw [Matrix.diag_apply, Matrix.mul_assoc]
    simpa only [Matrix.mul_apply, dotProduct, Matrix.mulVec, hi] using h
  have hs : (Q - P) * (Q - P) * (1 - P - P)
      = Q - Q * P - P * Q - P + P * Q * P + P * Q * P := by
    linear_combination (norm := noncomm_ring)
      hQQ * (1 - P - P) + Q * hPP + Q * hPP - hPP * P - hPP * P - hPP
  have hcomm : K * (1 - P - P) = (1 - P - P) * K := by
    simp only [mul_sub, sub_mul, mul_one, one_mul, hKP]
  have e0 : (Q - P) * ((Q - P) * (K * (1 - P - P)))
      = (Q - Q * P - P * Q - P + P * Q * P + P * Q * P) * K := by
    rw [hcomm, ← hs]
    simp only [mul_assoc]
  have t1 : (Q * P * K).trace = (P * Q * K).trace := by
    rw [mul_assoc, hKP, ← mul_assoc, Matrix.trace_mul_comm, ← mul_assoc]
  have t2 : (P * Q * P * K).trace = (P * Q * K).trace := by
    rw [mul_assoc (P * Q), hKP, ← mul_assoc, Matrix.trace_mul_comm, ← mul_assoc,
      ← mul_assoc, hPP]
  -- the energy difference is the trace of a positive matrix
  have h := hn _ (Q - P) (by rw [Matrix.transpose_sub, hQt, hPt]) hpos
  rw [Matrix.trace_mul_comm, e0] at h
  simp only [add_mul, sub_mul, Matrix.trace_add, Matrix.trace_sub] at h
  have hh : ∀ R : Matrix n n ℝ, (R * K).trace = (R * H).trace - μ * R.trace := by
    intro R
    rw [hK, mul_sub, Matrix.trace_sub, Matrix.mul_smul, mul_one, Matrix.trace_smul,
      smul_eq_mul]
  have ht : Q.trace = P.trace := by linarith
  have hQ := hh Q
  rw [ht] at hQ
  linarith [hh P]
```

Commutation is needed here. Take $H=\begin{pmatrix}-1&1\\1&1\end{pmatrix}$, $P=\mathrm{diag}(1,0)$ and $\mu=0$. The quadratic form of $A$ is $x_0^2+x_1^2\ge0$, yet $P$ has energy $-2$ while the lowest filling has $-2\sqrt2$.

At half filling write $P=(1+B)/2$; the off-diagonal entries of $B$ are the bond orders. Then $B^2=1$ makes $P$ a projector, $\mathrm{tr}B=0$ fixes the electron count, and $1-2P=-B$. With $\mu=0$, the level condition says that $HB$ is negative semidefinite, and the energy is $\mathrm{tr}H+\mathrm{tr}(BH)$.

```lean
/-- Let `B` be symmetric and traceless with `B² = 1`, commute with `H`, and make `H B` negative
semidefinite. Then the lowest electronic energy is `tr H + tr (B H)`. -/
theorem energy_of_bondOrder {H B : Matrix n n ℝ} (hBt : Bᵀ = B) (hBB : B * B = 1)
    (hB0 : B.trace = 0) (hc : B * H = H * B)
    (hneg : ∀ x : n → ℝ, x ⬝ᵥ (H * B) *ᵥ x ≤ 0) :
    electronicEnergy H = H.trace + (B * H).trace := by
  obtain ⟨P, hP⟩ : ∃ P, P = (1 / 2 : ℝ) • (1 + B) := ⟨_, rfl⟩
  have h2 : (1 + B) * (1 + B) = (2 : ℝ) • (1 + B) := by
    simp only [add_mul, mul_add, one_mul, mul_one, hBB]
    module
  have hF : IsFilling P := by
    refine ⟨?_, ?_, ?_⟩
    · rw [hP, Matrix.transpose_smul, Matrix.transpose_add, Matrix.transpose_one, hBt]
    · rw [hP]
      simp only [Matrix.smul_mul, Matrix.mul_smul, h2]
      module
    · rw [hP, Matrix.trace_smul, Matrix.trace_add, Matrix.trace_one, hB0, smul_eq_mul]
      ring
  have hPB : 1 - P - P = -B := by
    rw [hP]
    module
  have hPH : P * H = H * P := by
    rw [hP]
    simp only [Matrix.smul_mul, Matrix.mul_smul, add_mul, mul_add, one_mul, mul_one, hc]
  have hL := aufbau 0 hF hPH (fun x => by
    rw [zero_smul, sub_zero, hPB, mul_neg, Matrix.neg_mulVec, dotProduct_neg]
    linarith [hneg x])
  rw [electronicEnergy, hL.csInf_eq, hP, Matrix.smul_mul, add_mul, one_mul,
    Matrix.trace_smul, Matrix.trace_add, smul_eq_mul]
  ring
```

## Bond orders of the two rings

For four sites, put bond order 1 on the strong bonds and 0 on the weak ones. Then $B^2=1$, and $HB$ has diagonal $-(1+|d|)$ and opposite-site entry $-(1-|d|)$. Its quadratic form is
$$-(x_0+x_2)^2-(x_1+x_3)^2-|d|\,[(x_0-x_2)^2+(x_1-x_3)^2]\le0,$$
and its trace gives $E_{\rm el}=-4-4|d|$. At $d=0$ either pairing of bonds serves, because two levels coincide.

For six sites let $s=\sqrt{1+3d^2}$ and
$$a=\tfrac13+\frac{1/3+d}{s},\quad b=\tfrac13+\frac{1/3-d}{s},\quad c=\tfrac13-\frac{2}{3s}$$
on the $-(1+d)$ bonds, the $-(1-d)$ bonds and the opposite pairs. Here $a+b+c=1$ and $a^2+b^2+c^2=\tfrac13+\tfrac23(1+3d^2)/s^2=1$, so $ab+bc+ca=0$ and $B^2=1$. Direct multiplication gives $HB$ the diagonal $-\tfrac23(1+s)$ and second-neighbour entry $-\tfrac13(2-s)$. On each sublattice its form is $-\tfrac23$ times the squared sum of the three components, minus $\tfrac s3$ times their squared differences. Hence $E_{\rm el}=-4-4s$.

The multiplication lemmas check the products entry by entry; `hx` is the sum of squares. In the six-site proof `w` is $1/s$.

```lean
/-- The product of two four-site ring matrices connects only sites of the same sublattice. -/
theorem fourSite_mul {a b p q u v : ℝ} (hu : a * p + b * q = u) (hv : a * q + b * p = v) :
    fourSite a b * fourSite p q = fourSub u v := by
  ext i j
  fin_cases i <;> fin_cases j <;>
    simp [fourSite, fourSub, Matrix.mul_apply, Fin.sum_univ_four] <;> linarith

/-- The product of two six-site ring matrices, when its two second-neighbour sums agree,
is a symmetric matrix that connects only sites of the same sublattice. -/
theorem sixSite_mul {a b c p q r u v : ℝ} (hu : a * p + b * q + c * r = u)
    (hv : a * q + b * r + c * p = v) (hv' : a * r + b * p + c * q = v) :
    sixSite a b c * sixSite p q r = sixSub u v := by
  ext i j
  fin_cases i <;> fin_cases j <;>
    simp [sixSite, sixSub, Matrix.mul_apply, Fin.sum_univ_six] <;> linarith

/-- The lowest electronic energy of the four-site ring is `-4 - 4|d|`. -/
theorem square_energy (d : ℝ) : electronicEnergy (square d) = -4 - 4 * |d| := by
  -- the bond orders are one on the strong bonds and zero on the weak bonds
  obtain ⟨p, q, h1, h2, h3, h4⟩ : ∃ p q : ℝ, p * p + q * q = 1 ∧ p * q + q * p = 0 ∧
      -(1 + d) * p + -(1 - d) * q = -(1 + |d|) ∧
      -(1 + d) * q + -(1 - d) * p = -(1 - |d|) := by
    rcases le_total 0 d with h | h
    · refine ⟨1, 0, by norm_num, by norm_num, ?_, ?_⟩ <;> rw [abs_of_nonneg h] <;> ring
    · refine ⟨0, 1, by norm_num, by norm_num, ?_, ?_⟩ <;> rw [abs_of_nonpos h] <;> ring
  have e1 : fourSite p q * square d = fourSub (-(1 + |d|)) (-(1 - |d|)) :=
    fourSite_mul (by linarith) (by linarith)
  have e2 : square d * fourSite p q = fourSub (-(1 + |d|)) (-(1 - |d|)) :=
    fourSite_mul h3 h4
  have hone : fourSub 1 0 = 1 := by
    ext i j
    fin_cases i <;> fin_cases j <;> simp [fourSub]
  rw [energy_of_bondOrder (B := fourSite p q)
    (by ext i j; fin_cases i <;> fin_cases j <;> rfl) ((fourSite_mul h1 h2).trans hone)
    (by simp [fourSite, Matrix.trace, Fin.sum_univ_four]) (e1.trans e2.symm) ?_, e1]
  · simp [square, fourSite, fourSub, Matrix.trace, Fin.sum_univ_four]
    ring
  · intro x
    have hx : x ⬝ᵥ fourSub (-(1 + |d|)) (-(1 - |d|)) *ᵥ x
        = -((x 0 + x 2) ^ 2 + (x 1 + x 3) ^ 2
          + |d| * ((x 0 - x 2) ^ 2 + (x 1 - x 3) ^ 2)) := by
      simp [fourSub, dotProduct, Matrix.mulVec, Fin.sum_univ_four]
      ring
    rw [e2, hx]
    exact neg_nonpos.2 (by positivity)

/-- The lowest electronic energy of the six-site ring is `-4 - 4 √(1 + 3d²)`. -/
theorem hexagon_energy (d : ℝ) :
    electronicEnergy (hexagon d) = -4 - 4 * Real.sqrt (1 + 3 * d ^ 2) := by
  have hs : 0 < Real.sqrt (1 + 3 * d ^ 2) := Real.sqrt_pos.2 (by positivity)
  have hss : Real.sqrt (1 + 3 * d ^ 2) ^ 2 = 1 + 3 * d ^ 2 := Real.sq_sqrt (by positivity)
  generalize Real.sqrt (1 + 3 * d ^ 2) = s at hs hss ⊢
  obtain ⟨w, hw⟩ : ∃ w, w * s = 1 := ⟨s⁻¹, inv_mul_cancel₀ hs.ne'⟩
  have hw1 : w * (1 + 3 * d ^ 2) = s := by linear_combination s * hw - w * hss
  have hw2 : w ^ 2 * (1 + 3 * d ^ 2) = 1 := by linear_combination w * hw1 + hw
  -- bond orders of the `-(1+d)` bonds, the `-(1-d)` bonds and the opposite pairs
  obtain ⟨B, hB⟩ : ∃ B, B = sixSite (1 / 3 + (1 / 3 + d) * w) (1 / 3 + (1 / 3 - d) * w)
      (1 / 3 - 2 / 3 * w) := ⟨_, rfl⟩
  have hone : sixSub 1 0 = 1 := by
    ext i j
    fin_cases i <;> fin_cases j <;> simp [sixSub]
  have hBB : B * B = sixSub 1 0 := by
    rw [hB]
    exact sixSite_mul (by linear_combination (2 / 3) * hw2)
      (by linear_combination (-1 / 3) * hw2) (by linear_combination (-1 / 3) * hw2)
  have e1 : B * hexagon d = sixSub (-(2 / 3 * (1 + s))) (-((2 - s) / 3)) := by
    rw [hB, hexagon]
    exact sixSite_mul (by linear_combination (-2 / 3) * hw1)
      (by linear_combination (1 / 3) * hw1) (by linear_combination (1 / 3) * hw1)
  have e2 : hexagon d * B = sixSub (-(2 / 3 * (1 + s))) (-((2 - s) / 3)) := by
    rw [hB, hexagon]
    exact sixSite_mul (by linear_combination (-2 / 3) * hw1)
      (by linear_combination (1 / 3) * hw1) (by linear_combination (1 / 3) * hw1)
  rw [energy_of_bondOrder (B := B)
    (by rw [hB]; ext i j; fin_cases i <;> fin_cases j <;> rfl) (hBB.trans hone)
    (by rw [hB]; simp [sixSite, Matrix.trace, Fin.sum_univ_six]) (e1.trans e2.symm) ?_, e1]
  · simp [hexagon, sixSite, sixSub, Matrix.trace, Fin.sum_univ_six]
    ring
  · intro x
    have hx : x ⬝ᵥ sixSub (-(2 / 3 * (1 + s))) (-((2 - s) / 3)) *ᵥ x
        = -(2 / 3 * ((x 0 + x 2 + x 4) ^ 2 + (x 1 + x 3 + x 5) ^ 2)
          + s / 3 * ((x 0 - x 2) ^ 2 + (x 2 - x 4) ^ 2 + (x 4 - x 0) ^ 2
            + (x 1 - x 3) ^ 2 + (x 3 - x 5) ^ 2 + (x 5 - x 1) ^ 2)) := by
      simp [sixSub, dotProduct, Matrix.mulVec, Fin.sum_univ_six]
      ring
    rw [e2, hx]
    exact neg_nonpos.2 (by positivity)
```

## How stiff the framework must be

No sign of $K$ is assumed. For four sites,
$$E(d)-E(0)=\tfrac12|d|\,(K|d|-8),$$
which is negative for all small $d\ne0$: the linear gain beats any quadratic cost. For six sites, $d^2=(s^2-1)/3$ gives
$$E(d)-E(0)=\tfrac16(s-1)\,[K(s+1)-24].$$
For $d\ne0$ we have $s>1$, so this is positive whenever $K\ge12$. If $K<12$, it is negative near $d=0$, and the regular hexagon is not even a local minimum.

The lemma `not_isLocalMin_of_lower` turns "lower at every nonzero $d$ in an open set around 0" into "not a local minimum". In the two instability proofs the final `nlinarith` multiplies the two factors displayed above. For $K\ge12$ the code instead uses the equivalent form $E(d)-E(0)=\tfrac12(K-12)d^2+2(s-1)^2$. In `bond_alternation`, $|d|<1$ serves only as a neighbourhood of zero; the argument for $K\ge12$ ignores it.

For four sites and $K>4$, completing the square gives
$$E(d)=-4-\frac8K+\frac K2\left(|d|-\frac4K\right)^2,$$
with minima at $|d|=4/K$. The condition $K>4$ keeps them inside $|d|<1$; at $K=4$ they reach $|d|=1$, where every second bond is cut.

Take $K=16$ and $d=1/4$. The square has $-4-1+\tfrac12=-4.5$, below its undistorted $-4$. The hexagon has $-4-\sqrt{19}+\tfrac12\approx-7.86$, above its undistorted $-8$.

```lean
/-- If every nonzero distortion in an open set around zero lowers the energy, then zero is not
a local minimum. -/
theorem not_isLocalMin_of_lower {f : ℝ → ℝ} {s : Set ℝ} (ho : IsOpen s) (h0 : (0 : ℝ) ∈ s)
    (h : ∀ d ∈ s, d ≠ 0 → f d < f 0) : ¬ IsLocalMin f 0 := by
  intro hm
  have hm' : ∀ᶠ d in 𝓝 (0 : ℝ), f 0 ≤ f d := hm
  have hne : ∀ᶠ d in 𝓝[≠] (0 : ℝ), d ∈ ({0}ᶜ : Set ℝ) := eventually_mem_nhdsWithin
  obtain ⟨d, ⟨h1, h2⟩, h3⟩ :=
    (((hm'.and (ho.eventually_mem h0)).filter_mono nhdsWithin_le_nhds).and hne).exists
  exact not_lt_of_ge h1 (h d h2 h3)

/-- For `K < 12` the undistorted six-site ring is not even a local minimum. -/
theorem hexagon_unstable {K : ℝ} (hK : K < 12) : ¬ IsLocalMin (totalEnergy hexagon K) 0 := by
  refine not_isLocalMin_of_lower (s := {d : ℝ | K * (4 + 3 * d ^ 2) < 48})
    (isOpen_lt (by fun_prop) (by fun_prop)) ?_ ?_
  · show K * (4 + 3 * (0 : ℝ) ^ 2) < 48
    linarith
  · intro d hd hd0
    have hd' : K * (4 + 3 * d ^ 2) < 48 := hd
    have h0 : Real.sqrt (1 + 3 * (0 : ℝ) ^ 2) = 1 := by norm_num
    have hdp : 0 < d ^ 2 := by positivity
    have hss : Real.sqrt (1 + 3 * d ^ 2) ^ 2 = 1 + 3 * d ^ 2 := Real.sq_sqrt (by positivity)
    have hs0 := Real.sqrt_nonneg (1 + 3 * d ^ 2)
    simp only [totalEnergy, hexagon_energy, h0]
    generalize Real.sqrt (1 + 3 * d ^ 2) = s at hss hs0 ⊢
    have hs1 : 1 < s := by nlinarith
    have hks : K * s ^ 2 = K * (1 + 3 * d ^ 2) := by rw [hss]
    have hk : K * (s + 1) < 24 := by
      rcases le_total 0 K with h | h
      · nlinarith [mul_nonneg h (sq_nonneg (s - 1))]
      · nlinarith [mul_nonneg (neg_nonneg.2 h) (by linarith : 0 ≤ s + 1)]
    nlinarith [mul_pos (sub_pos.2 hs1) (sub_pos.2 hk)]

/-- For `K > 4`, the distortion `4/K` is less than 1, and the four-site ring has a lower total
energy there than at any `d` with `|d| ≠ 4/K`. -/
theorem square_minimum {K : ℝ} (hK : 4 < K) :
    4 / K < 1 ∧ ∀ d : ℝ, |d| ≠ 4 / K →
      totalEnergy square K (4 / K) < totalEnergy square K d := by
  have hK0 : 0 < K := by linarith
  refine ⟨(div_lt_one hK0).2 hK, fun d hd => ?_⟩
  have hc : K * (4 / K) = 4 := by field_simp
  have hca : |4 / K| = 4 / K := abs_of_pos (by positivity)
  simp only [totalEnergy, square_energy, hca]
  generalize 4 / K = c at hd hc ⊢
  have hne : |d| - c ≠ 0 := sub_ne_zero.2 hd
  have hp : 0 < K * (|d| - c) ^ 2 / 2 := by positivity
  have e : (-4 - 4 * |d| + K * d ^ 2 / 2) - (-4 - 4 * c + K * c ^ 2 / 2)
      = K * (|d| - c) ^ 2 / 2 := by
    linear_combination (|d| - c) * hc - K / 2 * sq_abs d
  linarith

/-- For every real `K`, the undistorted four-site ring is not a local minimum, while the
undistorted six-site ring is the unique global minimum on `|d| < 1` exactly when `K ≥ 12`. -/
theorem bond_alternation (K : ℝ) :
    ¬ IsLocalMin (totalEnergy square K) 0 ∧
    ((∀ d : ℝ, |d| < 1 → d ≠ 0 → totalEnergy hexagon K 0 < totalEnergy hexagon K d)
      ↔ 12 ≤ K) := by
  refine ⟨?_, ?_, ?_⟩
  · -- the linear electronic gain beats the quadratic elastic cost
    refine not_isLocalMin_of_lower (s := {d : ℝ | K * |d| < 8})
      (isOpen_lt (by fun_prop) (by fun_prop)) (by simp) ?_
    intro d hd hd0
    have hd' : K * |d| < 8 := hd
    simp only [totalEnergy, square_energy, abs_zero]
    nlinarith [mul_pos (abs_pos.2 hd0) (sub_pos.2 hd'), congrArg (K * ·) (sq_abs d)]
  · intro h
    by_contra hK
    refine hexagon_unstable (not_le.1 hK) ?_
    have ho : IsOpen {d : ℝ | |d| < 1} := isOpen_lt (by fun_prop) (by fun_prop)
    show ∀ᶠ d in 𝓝 (0 : ℝ), totalEnergy hexagon K 0 ≤ totalEnergy hexagon K d
    filter_upwards [ho.mem_nhds (by simp)] with d hd
    by_cases hd0 : d = 0
    · rw [hd0]
    · exact (h d hd hd0).le
  · intro hK d _ hd0
    have h0 : Real.sqrt (1 + 3 * (0 : ℝ) ^ 2) = 1 := by norm_num
    have hdp : 0 < d ^ 2 := by positivity
    have hss : Real.sqrt (1 + 3 * d ^ 2) ^ 2 = 1 + 3 * d ^ 2 := Real.sq_sqrt (by positivity)
    have hs0 := Real.sqrt_nonneg (1 + 3 * d ^ 2)
    simp only [totalEnergy, hexagon_energy, h0]
    generalize Real.sqrt (1 + 3 * d ^ 2) = s at hss hs0 ⊢
    have hs1 : 0 < s - 1 := by nlinarith
    nlinarith [mul_nonneg (sub_nonneg.2 hK) hdp.le, mul_pos hs1 hs1]

end

end HueckelRingBondAlternation
```

```lean
#print axioms HueckelRingBondAlternation.square_minimum
#print axioms HueckelRingBondAlternation.bond_alternation
```

```
'HueckelRingBondAlternation.square_minimum' depends on axioms: [propext, Classical.choice, Quot.sound]
'HueckelRingBondAlternation.bond_alternation' depends on axioms: [propext, Classical.choice, Quot.sound]
```
